# Resistivities of parallel carrier groups: the deviation from Matthiessen's rule and its saturation

A transport calculation often computes the impurity resistivity and the phonon resistivity separately and adds the two numbers. This step is Matthiessen's rule. Take carriers that fall into groups conducting in parallel, with no scattering between groups, and suppose that the two resistivities do add within each group. The sum of the two total resistivities then falls short of the true resistivity by an amount that can be written down exactly. This deviation is never negative, and it stays bounded however strong the second mechanism becomes. For two groups with resistivities \(r_1,r_2\) from one mechanism and \(p_1,p_2\) from the other, all positive, it equals

\[
\frac{(r_1p_2-r_2p_1)^2}{RP(R+P)},\qquad R=r_1+r_2,\quad P=p_1+p_2 .
\]

## Carrier groups in parallel

The groups are labelled by a finite type `ι`, and a list of group resistivities is a function `r : ι → ℝ`. A group may be a band or a valley. With both mechanisms present, group \(i\) has resistivity \(r_i+p_i\). This is an assumption: each group has a single relaxation rate, to which the two mechanisms contribute additively, while its carrier density and mass stay fixed. Positivity of every \(r_i\) and \(p_i\) means that each mechanism scatters every group.

In Lean 4 with Mathlib:

```lean
import Mathlib

open Filter Topology

namespace MatthiessenDeviation

noncomputable section

variable {ι : Type*} [Fintype ι]
```

All groups feel the same electric field, so their conductivities add:

\[
\rho(r)=\Big(\sum_i \frac1{r_i}\Big)^{-1}.
\]

```lean
/-- Resistivity of carrier groups conducting in parallel, the inverse of the summed
conductivities, for positive group resistivities `r i`. -/
def resistivity (r : ι → ℝ) : ℝ := (∑ i, (r i)⁻¹)⁻¹
```

At unit total current the field is \(\rho(r)\), and group \(i\) carries the current

\[
w_i(r)=\frac{\rho(r)}{r_i}.
\]

```lean
/-- Fraction of the total current carried by group `i`, for positive group resistivities. -/
def share (r : ι → ℝ) (i : ι) : ℝ := resistivity r / r i
```

Any list of group currents \(x_i\), whether or not the field would produce it, has the Joule heat

\[
H_r(x)=\sum_i r_i x_i^2 .
\]

```lean
/-- Joule heat produced by the group currents `x i` in the resistivities `r i`. -/
def heat (r x : ι → ℝ) : ℝ := ∑ i, r i * x i ^ 2
```

The sum of the separate resistivities falls short of the true resistivity by

\[
\Delta(r,p)=\rho(r+p)-\rho(r)-\rho(p).
\]

```lean
/-- Deviation from Matthiessen's rule: the resistivity with both scattering mechanisms present,
minus the resistivities due to each mechanism alone, for positive `r i` and `p i`. -/
def deviation (r p : ι → ℝ) : ℝ := resistivity (r + p) - resistivity r - resistivity p
```

## Heat as a measure of the wrong current distribution

The shares add up to one, because \(\sum_i w_i(r)=\rho(r)\sum_i 1/r_i=1\). The hypothesis `[Nonempty ι]` supplies at least one group, so the sum of inverses is positive and can be cancelled.

```lean
/-- For positive group resistivities the current shares add up to one. -/
theorem sum_share [Nonempty ι] {r : ι → ℝ} (hr : ∀ i, 0 < r i) : ∑ i, share r i = 1 := by
  have h : 0 < ∑ i, (r i)⁻¹ :=
    Finset.sum_pos (fun i _ => inv_pos.mpr (hr i)) Finset.univ_nonempty
  simp only [share, resistivity, div_eq_mul_inv, ← Finset.mul_sum]
  exact inv_mul_cancel₀ h.ne'
```

Now let \(x\) be any distribution with \(\sum_i x_i=1\), and write \(w=w(r)\). Since \(r_iw_i=\rho(r)\) for every \(i\),

\[
r_i(x_i-w_i)^2=r_ix_i^2-2\rho(r)\,x_i+\rho(r)\,w_i .
\]

Summing over \(i\), with both \(x\) and \(w\) adding up to one, gives \(H_r(x-w)=H_r(x)-2\rho(r)+\rho(r)\), that is

\[
H_r(x)=\rho(r)+H_r(x-w).
\]

The true distribution therefore produces the least heat. This is the variational principle of the linearized Boltzmann equation in the special case of a collision operator that is diagonal in the groups. In the code, `key` is the identity for one group and `h1` is its sum.

```lean
/-- Minimum-dissipation principle: for positive resistivities, a unit current distributed as `x`
produces the heat `resistivity r` plus the heat of the departure of `x` from the shares. -/
theorem heat_eq [Nonempty ι] {r x : ι → ℝ} (hr : ∀ i, 0 < r i) (hx : ∑ i, x i = 1) :
    heat r x = resistivity r + heat r (x - share r) := by
  have key : ∀ i, r i * (x i - share r i) ^ 2
      = r i * x i ^ 2 - 2 * resistivity r * x i + resistivity r * share r i := by
    intro i
    -- all groups feel the same electric field
    have h : r i * share r i = resistivity r := by
      have := (hr i).ne'
      unfold share
      field_simp
    linear_combination (share r i - 2 * x i) * h
  have h1 : ∑ i, r i * (x i - share r i) ^ 2
      = ∑ i, r i * x i ^ 2 - 2 * resistivity r * ∑ i, x i + resistivity r * ∑ i, share r i := by
    rw [Finset.mul_sum, Finset.mul_sum, ← Finset.sum_sub_distrib, ← Finset.sum_add_distrib]
    exact Finset.sum_congr rfl (fun i _ => key i)
  rw [hx, sum_share hr] at h1
  simp only [heat, Pi.sub_apply]
  linarith
```

## The deviation is a sum of two heats

Let \(u=w(r+p)\) be the actual current distribution. Its heat in the full problem is \(\rho(r+p)\), and heat is additive in the resistivities. Applying the previous identity to each mechanism at \(x=u\) gives

\[
\rho(r+p)=H_r(u)+H_p(u)=\rho(r)+H_r(u-w(r))+\rho(p)+H_p(u-w(p)).
\]

Hence

\[
\Delta(r,p)=H_r(u-w(r))+H_p(u-w(p))\ge 0 .
\]

Each mechanism alone would distribute the current in its own way, and the deviation is the heat of being forced away from that choice.

```lean
/-- For positive resistivities, the deviation is the heat of the current redistribution that
each mechanism suffers because the other one is present. -/
theorem deviation_eq [Nonempty ι] {r p : ι → ℝ} (hr : ∀ i, 0 < r i) (hp : ∀ i, 0 < p i) :
    deviation r p = heat r (share (r + p) - share r) + heat p (share (r + p) - share p) := by
  have hs : ∀ i, 0 < (r + p) i := fun i => add_pos (hr i) (hp i)
  have h0 := heat_eq hs (sum_share hs)
  have hz : heat (r + p) (share (r + p) - share (r + p)) = 0 := by simp [heat]
  have hadd : heat (r + p) (share (r + p)) = heat r (share (r + p)) + heat p (share (r + p)) := by
    simp only [heat, Pi.add_apply, add_mul, Finset.sum_add_distrib]
  have h1 := heat_eq hr (sum_share hs)
  have h2 := heat_eq hp (sum_share hs)
  unfold deviation
  linarith
```

## When the rule is exact

A common factor passes through the parallel sum: \(\rho(cr)=c\,\rho(r)\).

```lean
/-- Scaling all group resistivities by a common factor scales the total resistivity by it. -/
theorem resistivity_smul (c : ℝ) (r : ι → ℝ) : resistivity (c • r) = c * resistivity r := by
  simp only [resistivity, Pi.smul_apply, smul_eq_mul, mul_inv, ← Finset.mul_sum, inv_inv]
```

If \(\Delta=0\), both heats vanish, so \(u=w(r)=w(p)\). Then \(r_iu_i=\rho(r)\) and \(p_ju_j=\rho(p)\) for all \(i,j\), and

\[
r_ip_j\,u_iu_j=\rho(r)\rho(p)=r_jp_i\,u_iu_j .
\]

The shares are nonzero, so \(r_ip_j=r_jp_i\). Conversely, if these products agree, fix a group \(k\) and set \(c=p_k/r_k\). Then \(p=cr\), and \(\Delta=(1+c)\rho(r)-\rho(r)-c\rho(r)=0\).

With a single group the condition holds trivially, and the rule is exact. In the code, `A` and `B` are the two field equations, and `linear_combination` multiplies them together.

```lean
/-- For positive resistivities, Matthiessen's rule holds exactly if and only if the two
mechanisms have the same ratio of resistivities between any two groups. -/
theorem deviation_eq_zero_iff [Nonempty ι] {r p : ι → ℝ} (hr : ∀ i, 0 < r i)
    (hp : ∀ i, 0 < p i) : deviation r p = 0 ↔ ∀ i j, r i * p j = r j * p i := by
  constructor
  · intro h i j
    rw [deviation_eq hr hp] at h
    have nn : ∀ q x : ι → ℝ, (∀ i, 0 < q i) → 0 ≤ heat q x := fun q x hq =>
      Finset.sum_nonneg (fun i _ => mul_nonneg (hq i).le (sq_nonneg _))
    -- no heat means no redistribution of current
    have hz : ∀ q x : ι → ℝ, (∀ i, 0 < q i) → heat q x = 0 → ∀ i, x i = 0 := by
      intro q x hq h0 k
      have h1 := (Finset.sum_eq_zero_iff_of_nonneg
        (fun i _ => mul_nonneg (hq i).le (sq_nonneg (x i)))).mp h0 k (Finset.mem_univ k)
      exact pow_eq_zero_iff two_ne_zero |>.mp ((mul_eq_zero.mp h1).resolve_left (hq k).ne')
    have n1 := nn r (share (r + p) - share r) hr
    have n2 := nn p (share (r + p) - share p) hp
    have A : ∀ k, r k * share (r + p) k = resistivity r := fun k => by
      have e : share (r + p) k = share r k :=
        sub_eq_zero.mp (hz r (share (r + p) - share r) hr (by linarith) k)
      have hk := (hr k).ne'
      rw [e, share]
      field_simp
    have B : ∀ k, p k * share (r + p) k = resistivity p := fun k => by
      have e : share (r + p) k = share p k :=
        sub_eq_zero.mp (hz p (share (r + p) - share p) hp (by linarith) k)
      have hk := (hp k).ne'
      rw [e, share]
      field_simp
    have hρ : 0 < resistivity r := inv_pos.mpr
      (Finset.sum_pos (fun i _ => inv_pos.mpr (hr i)) Finset.univ_nonempty)
    have hw : ∀ k, share (r + p) k ≠ 0 := fun k h0 => by
      have := A k
      rw [h0, mul_zero] at this
      linarith
    apply mul_right_cancel₀ (mul_ne_zero (hw i) (hw j))
    linear_combination (p j * share (r + p) j) * A i + resistivity r * B j
      - (p i * share (r + p) i) * A j - resistivity r * B i
  · intro h
    obtain ⟨c, rfl⟩ : ∃ c : ℝ, p = c • r := by
      let k : ι := Classical.arbitrary ι
      refine ⟨p k / r k, funext fun i => ?_⟩
      rw [Pi.smul_apply, smul_eq_mul, div_mul_eq_mul_div, eq_div_iff (hr k).ne']
      linear_combination h k i
    have e : r + c • r = (1 + c) • r := by rw [add_smul, one_smul]
    rw [deviation, e, resistivity_smul, resistivity_smul]
    ring
```

## Bounds from trial currents

Dropping the second heat from the formula for \(\Delta\) gives a lower bound:

\[
\Delta(r,p)\ge H_r(u-w(r))=H_r(u)-\rho(r).
\]

For an upper bound, use \(w(p)\) as a trial distribution in the full problem:

\[
\rho(r+p)\le H_{r+p}(w(p))=H_r(w(p))+\rho(p),
\]

and subtract \(\rho(r)+\rho(p)\):

\[
\Delta(r,p)\le H_r(w(p))-\rho(r).
\]

```lean
/-- For positive resistivities, the deviation lies between the excess heats in `r` of two
current distributions: the one set by both mechanisms and the one set by `p` alone. -/
theorem deviation_bounds [Nonempty ι] {r p : ι → ℝ} (hr : ∀ i, 0 < r i) (hp : ∀ i, 0 < p i) :
    heat r (share (r + p)) - resistivity r ≤ deviation r p ∧
      deviation r p ≤ heat r (share p) - resistivity r := by
  have hs : ∀ i, 0 < (r + p) i := fun i => add_pos (hr i) (hp i)
  have nn : ∀ q x : ι → ℝ, (∀ i, 0 < q i) → 0 ≤ heat q x := fun q x hq =>
    Finset.sum_nonneg (fun i _ => mul_nonneg (hq i).le (sq_nonneg _))
  constructor
  · have h1 := heat_eq hr (sum_share hs)
    have h2 := nn p (share (r + p) - share p) hp
    rw [deviation_eq hr hp]
    linarith
  · -- use the shares of `p` as trial currents for the full problem
    have h1 := heat_eq hs (sum_share hp)
    have h2 := nn (r + p) (share p - share (r + p)) hs
    have h3 := heat_eq hp (sum_share hp)
    have hz : heat p (share p - share p) = 0 := by simp [heat]
    have hadd : heat (r + p) (share p) = heat r (share p) + heat p (share p) := by
      simp only [heat, Pi.add_apply, add_mul, Finset.sum_add_distrib]
    unfold deviation
    linarith
```

## Saturation when the second mechanism dominates

Replace \(p\) by \(tp\) with \(t>0\). Shares do not change under a common factor, so \(w(tp)=w(p)\) and the upper bound does not depend on \(t\). For the same reason

\[
w_i(r+tp)=w_i(r/t+p)\longrightarrow w_i(p)\qquad(t\to\infty),
\]

so the lower bound tends to the upper one. The deviation is squeezed between them:

\[
\lim_{t\to\infty}\Delta(r,tp)=H_r(w(p))-\rho(r).
\]

The theorem writes this limit as `Tendsto ... atTop (𝓝 ...)`, with `t • p` for the scaled list. The local result `share_smul` removes the common factor, `hH` is the convergence of the heat, and the long `tendsto_of_tendsto_of_tendsto_of_le_of_le'` is the squeeze.

```lean
/-- For positive resistivities, when the second mechanism is scaled up without limit, the
deviation saturates at the excess heat in `r` of the current distribution set by `p`. -/
theorem deviation_tendsto [Nonempty ι] {r p : ι → ℝ} (hr : ∀ i, 0 < r i) (hp : ∀ i, 0 < p i) :
    Tendsto (fun t : ℝ => deviation r (t • p)) atTop
      (𝓝 (heat r (share p) - resistivity r)) := by
  have share_smul : ∀ (t : ℝ) (q : ι → ℝ), 0 < t → share (t • q) = share q := by
    intro t q ht
    funext i
    simp only [share, resistivity_smul, Pi.smul_apply, smul_eq_mul]
    exact mul_div_mul_left _ _ ht.ne'
  have hc : ∀ i, Tendsto (fun t : ℝ => t⁻¹ * r i + p i) atTop (𝓝 (p i)) := by
    intro i
    have h := ((tendsto_inv_atTop_zero (𝕜 := ℝ)).mul_const (r i)).add_const (p i)
    rw [zero_mul, zero_add] at h
    exact h
  have hS : Tendsto (fun t : ℝ => ∑ i, (t⁻¹ * r i + p i)⁻¹) atTop (𝓝 (∑ i, (p i)⁻¹)) :=
    tendsto_finsetSum _ (fun i _ => (hc i).inv₀ (hp i).ne')
  have hR : Tendsto (fun t : ℝ => resistivity (t⁻¹ • r + p)) atTop (𝓝 (resistivity p)) :=
    hS.inv₀ (Finset.sum_pos (fun i _ => inv_pos.mpr (hp i)) Finset.univ_nonempty).ne'
  -- the current distribution tends to the one set by `p`
  have hH : Tendsto (fun t : ℝ => ∑ i, r i * (resistivity (t⁻¹ • r + p) / (t⁻¹ * r i + p i)) ^ 2)
      atTop (𝓝 (∑ i, r i * (resistivity p / p i) ^ 2)) :=
    tendsto_finsetSum _ (fun i _ => ((hR.div (hc i) (hp i).ne').pow 2).const_mul (r i))
  refine tendsto_of_tendsto_of_tendsto_of_le_of_le' (hH.sub_const (resistivity r))
    tendsto_const_nhds ?_ ?_
  · filter_upwards [eventually_gt_atTop (0 : ℝ)] with t ht
    have b := (deviation_bounds hr (p := t • p) (fun i => mul_pos ht (hp i))).1
    have e : r + t • p = t • (t⁻¹ • r + p) := by rw [smul_add, smul_inv_smul₀ ht.ne']
    rw [e, share_smul t _ ht] at b
    exact b
  · filter_upwards [eventually_gt_atTop (0 : ℝ)] with t ht
    have b := (deviation_bounds hr (p := t • p) (fun i => mul_pos ht (hp i))).2
    rwa [share_smul t _ ht] at b
```

## Closed forms for two groups

For two groups the parallel resistivity is \(\rho(a,b)=(1/a+1/b)^{-1}=ab/(a+b)\). The list is written `![a, b]`.

```lean
/-- Two groups with positive resistivities `a` and `b` in parallel have resistivity
`a b / (a + b)`. -/
theorem resistivity_two {a b : ℝ} (ha : 0 < a) (hb : 0 < b) :
    resistivity ![a, b] = a * b / (a + b) := by
  unfold resistivity
  rw [Fin.sum_univ_two]
  show (a⁻¹ + b⁻¹)⁻¹ = _
  rw [inv_add_inv ha.ne' hb.ne', inv_div]
```

The deviation is then

\[
\Delta=\frac{(r_1+p_1)(r_2+p_2)}{R+P}-\frac{r_1r_2}{R}-\frac{p_1p_2}{P}.
\]

Over the common denominator \(RP(R+P)\), the numerator is

\[
RP(r_1p_2+r_2p_1)-P^2r_1r_2-R^2p_1p_2=-(Pr_1-Rp_1)(Pr_2-Rp_2).
\]

Since \(Pr_1-Rp_1=r_1p_2-r_2p_1\) and \(Pr_2-Rp_2=-(r_1p_2-r_2p_1)\), this is \((r_1p_2-r_2p_1)^2\), the numerator stated at the start. The code clears the denominators with `field_simp` and leaves the polynomial identity to `ring`.

```lean
/-- Closed form of the deviation for two carrier groups with positive resistivities. -/
theorem deviation_two {r₁ r₂ p₁ p₂ : ℝ} (hr₁ : 0 < r₁) (hr₂ : 0 < r₂) (hp₁ : 0 < p₁)
    (hp₂ : 0 < p₂) : deviation ![r₁, r₂] ![p₁, p₂] =
      (r₁ * p₂ - r₂ * p₁) ^ 2 / ((r₁ + r₂) * (p₁ + p₂) * ((r₁ + r₂) + (p₁ + p₂))) := by
  have e : ![r₁, r₂] + ![p₁, p₂] = ![r₁ + p₁, r₂ + p₂] := by
    ext i
    fin_cases i <;> simp
  have e' : r₁ + p₁ + (r₂ + p₂) = (r₁ + r₂) + (p₁ + p₂) := by ring
  rw [deviation, e, resistivity_two (add_pos hr₁ hp₁) (add_pos hr₂ hp₂),
    resistivity_two hr₁ hr₂, resistivity_two hp₁ hp₂, e']
  field_simp
  ring
```

For the limit, the shares set by \(p\) are \(p_2/P\) for the first group and \(p_1/P\) for the second. The general result gives

\[
\frac{r_1p_2^2+r_2p_1^2}{P^2}-\frac{r_1r_2}{R}
=\frac{R(r_1p_2^2+r_2p_1^2)-r_1r_2P^2}{RP^2}
=\frac{(r_1p_2-r_2p_1)^2}{RP^2}.
\]

In the last step the terms \(r_1r_2p_1^2\) and \(r_1r_2p_2^2\) cancel, which leaves the square. The closed form agrees: with \(p\to tp\) it becomes \((r_1p_2-r_2p_1)^2\,t/(RP(R+tP))\), which has the same limit.

```lean
/-- For two carrier groups with positive resistivities, the deviation saturates at
`(r₁ p₂ - r₂ p₁)² / (R P²)`, with `R = r₁ + r₂` and `P = p₁ + p₂`, as the second mechanism is
scaled up without limit. -/
theorem deviation_two_tendsto {r₁ r₂ p₁ p₂ : ℝ} (hr₁ : 0 < r₁) (hr₂ : 0 < r₂) (hp₁ : 0 < p₁)
    (hp₂ : 0 < p₂) : Tendsto (fun t : ℝ => deviation ![r₁, r₂] (t • ![p₁, p₂])) atTop
      (𝓝 ((r₁ * p₂ - r₂ * p₁) ^ 2 / ((r₁ + r₂) * (p₁ + p₂) ^ 2))) := by
  have h := deviation_tendsto (r := ![r₁, r₂]) (p := ![p₁, p₂])
    (Fin.forall_fin_two.mpr ⟨hr₁, hr₂⟩) (Fin.forall_fin_two.mpr ⟨hp₁, hp₂⟩)
  have e : heat ![r₁, r₂] (share ![p₁, p₂]) - resistivity ![r₁, r₂]
      = (r₁ * p₂ - r₂ * p₁) ^ 2 / ((r₁ + r₂) * (p₁ + p₂) ^ 2) := by
    rw [heat, Fin.sum_univ_two]
    unfold share
    rw [resistivity_two hp₁ hp₂, resistivity_two hr₁ hr₂]
    show r₁ * (p₁ * p₂ / (p₁ + p₂) / p₁) ^ 2 + r₂ * (p₁ * p₂ / (p₁ + p₂) / p₂) ^ 2
      - r₁ * r₂ / (r₁ + r₂) = _
    field_simp
    ring
  rwa [e] at h

end

end MatthiessenDeviation
```

```lean
#print axioms MatthiessenDeviation.deviation_eq_zero_iff
#print axioms MatthiessenDeviation.deviation_two
#print axioms MatthiessenDeviation.deviation_two_tendsto
```

```
'MatthiessenDeviation.deviation_eq_zero_iff' depends on axioms: [propext, Classical.choice, Quot.sound]
'MatthiessenDeviation.deviation_two' depends on axioms: [propext, Classical.choice, Quot.sound]
'MatthiessenDeviation.deviation_two_tendsto' depends on axioms: [propext, Classical.choice, Quot.sound]
```

## Scattering between groups

The model leaves out scattering that carries current from one group into another. To include it, each list of resistivities would be replaced by a symmetric positive definite matrix \(A\), with heat \(x^{\mathsf T}Ax\) and resistivity \(1/(\mathbf 1^{\mathsf T}A^{-1}\mathbf 1)\), where \(\mathbf 1\) is the vector of ones. The argument by heats carries over to that setting, but the condition for an exact rule changes: the two mechanisms need only produce the same current shares, and their matrices need not be proportional. Shares could also become negative. The theorems above cover the diagonal case alone.
